# For an Ising energy even under global spin flip, the zero-field average of cosh(βhM) is Z(h)/Z(0)

The lemma `avg_cosh` concerns Ising spins ±1 on a finite set of sites, with a real energy function that is unchanged when all spins are flipped, and is otherwise arbitrary. A uniform field h adds βhM to the exponent of the Boltzmann weight, where M is the total magnetization, and Z(h) is the sum of these weights over all configurations. The lemma states that, for all real β and h, the average of cosh(βhM) in the zero-field Gibbs distribution equals Z(h)/Z(0). The proof writes the cosh as half the sum of two exponentials, one in M and one in the magnetization of the flipped configuration. Flip symmetry gives the two the same average, and the reweighting lemma `avg_reweight` identifies that average as Z(h)/Z(0).

In Lean, a first try:

```lean
import Mathlib

open Finset Filter

namespace GriffithsMagnetizationBound

noncomputable section

variable {Λ : Type*} [Fintype Λ]

/-- Total magnetization of an Ising configuration, the sum of its spins `±1`. -/
def magnetization (s : Λ → ℤˣ) : ℝ := ∑ i, ((s i : ℤ) : ℝ)

/-- Flipping all spins reverses the magnetization. -/
theorem magnetization_neg (s : Λ → ℤˣ) : magnetization (-s) = -magnetization s := by
  simp [magnetization]

variable [DecidableEq Λ]

/-- Boltzmann weight at inverse temperature `β` in the field `h`. -/
def weight (E : (Λ → ℤˣ) → ℝ) (β h : ℝ) (s : Λ → ℤˣ) : ℝ :=
  Real.exp (-β * E s + β * h * magnetization s)

/-- Partition function in the field `h`. -/
def partitionFn (E : (Λ → ℤˣ) → ℝ) (β h : ℝ) : ℝ := ∑ s, weight E β h s

/-- Gibbs probability of a configuration. -/
def prob (E : (Λ → ℤˣ) → ℝ) (β h : ℝ) (s : Λ → ℤˣ) : ℝ :=
  weight E β h s / partitionFn E β h

/-- Thermal average of an observable `f` in the field `h`. -/
def avg (E : (Λ → ℤˣ) → ℝ) (β h : ℝ) (f : (Λ → ℤˣ) → ℝ) : ℝ :=
  ∑ s, prob E β h s * f s

/-- Without a field, a flip-even energy gives an observable and its spin-flipped version
the same thermal average. -/
theorem avg_flip (E : (Λ → ℤˣ) → ℝ) (hE : ∀ s, E (-s) = E s) (β : ℝ)
    (f : (Λ → ℤˣ) → ℝ) : avg E β 0 (fun s => f (-s)) = avg E β 0 f := by
  have hp : ∀ s, prob E β 0 (-s) = prob E β 0 s := by
    intro s
    simp [prob, weight, hE]
  unfold avg
  refine Fintype.sum_equiv (Equiv.neg (Λ → ℤˣ)) _ _ (fun s => ?_)
  rw [Equiv.neg_apply, hp]

/-- Changing the field from `h` to `k` multiplies the partition function by a thermal average
taken in the field `h`. -/
theorem avg_reweight (E : (Λ → ℤˣ) → ℝ) (β h k : ℝ) :
    avg E β h (fun s => Real.exp (β * (k - h) * magnetization s))
      = partitionFn E β k / partitionFn E β h := by
  have key : ∀ s, weight E β h s * Real.exp (β * (k - h) * magnetization s)
      = weight E β k s := by
    intro s
    unfold weight
    rw [← Real.exp_add]
    congr 1
    ring
  change ∑ s, weight E β h s / partitionFn E β h * Real.exp (β * (k - h) * magnetization s)
    = (∑ s, weight E β k s) / partitionFn E β h
  rw [Finset.sum_div]
  refine Finset.sum_congr rfl (fun s _ => ?_)
  rw [← key s, div_mul_eq_mul_div]

/-- For a flip-even energy, the partition function in a field relative to that without
is the zero-field average of `cosh (β h M)`. -/
theorem avg_cosh (E : (Λ → ℤˣ) → ℝ) (hE : ∀ s, E (-s) = E s) (β h : ℝ) :
    avg E β 0 (fun s => Real.cosh (β * h * magnetization s))
      = partitionFn E β h / partitionFn E β 0 := by
  have a1 := avg_reweight E β 0 h
  have a2 : avg E β 0 (fun s => Real.exp (β * (h - 0) * magnetization (-s)))
      = avg E β 0 (fun s => Real.exp (β * (h - 0) * magnetization s)) :=
    avg_flip E hE β (fun s => Real.exp (β * (h - 0) * magnetization s))
  have split : avg E β 0 (fun s => Real.cosh (β * h * magnetization s))
      = (avg E β 0 (fun s => Real.exp (β * (h - 0) * magnetization s))
        + avg E β 0 (fun s => Real.exp (β * (h - 0) * magnetization (-s)))) / 2 := by
    unfold avg
    rw [← Finset.sum_add_distrib, Finset.sum_div]
    refine Finset.sum_congr rfl (fun s _ => ?_)
    rw [magnetization_neg, Real.cosh_eq, sub_zero, mul_neg]
    ring
  rw [split, a2, a1]
  ring

end

end GriffithsMagnetizationBound
```

The error:

```
Main.lean:79:8: error: Tactic `rewrite` failed: Did not find an occurrence of the pattern
  magnetization (-?s)
in the target expression
  prob E β 0 s * (fun s => Real.cosh (β * h * magnetization s)) s =
    (prob E β 0 s * (fun s => Real.exp (β * (h - 0) * magnetization s)) s +
        prob E β 0 s * (fun s => Real.exp (β * (h - 0) * magnetization (-s))) s) /
      2

Λ : Type u_1
inst✝¹ : Fintype Λ
inst✝ : DecidableEq Λ
E : (Λ → ℤˣ) → ℝ
hE : ∀ (s : Λ → ℤˣ), E (-s) = E s
β h : ℝ
a1 : (avg E β 0 fun s => Real.exp (β * (h - 0) * magnetization s)) = partitionFn E β h / partitionFn E β 0
a2 :
  (avg E β 0 fun s => Real.exp (β * (h - 0) * magnetization (-s))) =
    avg E β 0 fun s => Real.exp (β * (h - 0) * magnetization s)
s : Λ → ℤˣ
x✝ : s ∈ univ
⊢ prob E β 0 s * (fun s => Real.cosh (β * h * magnetization s)) s =
    (prob E β 0 s * (fun s => Real.exp (β * (h - 0) * magnetization s)) s +
        prob E β 0 s * (fun s => Real.exp (β * (h - 0) * magnetization (-s))) s) /
      2
```

The repair, with which the file compiles:

```diff
@@ -77,4 +77,5 @@
     rw [← Finset.sum_add_distrib, Finset.sum_div]
     refine Finset.sum_congr rfl (fun s _ => ?_)
+    beta_reduce
     rw [magnetization_neg, Real.cosh_eq, sub_zero, mul_neg]
     ring
```

Cause. The error says that `rw [magnetization_neg, ...]` found no instance of `magnetization (-?s)`, although the printed goal seems to contain one. That term sits inside a function that has not yet been applied to its argument: `(fun s => Real.exp (β * (h - 0) * magnetization (-s))) s`. Unfolding `avg` put the observables into the sum as such functions, and they were still in that form when the proof reached a single summand.

Inside the `fun`, the `s` in `magnetization (-s)` is the function's own bound variable, not the configuration `s` in the context. `rw` cannot rewrite a term that depends on a bound variable, so it finds no match.

The added line `beta_reduce` carries out these applications. The term becomes `magnetization (-s)` with `s` the configuration from the context, and `magnetization_neg` can turn it into `-magnetization s`. The remaining rewrites and `ring` then prove the equality as written.
